# The exponential of a finite diagonal matrix is diagonal, with each entry exponentiated

An operator that is diagonal in a finite basis has an exponential that is diagonal in the same basis, and each diagonal entry `v i` becomes `Complex.exp (v i)`. The entries are arbitrary complex numbers, so the operator need not be Hermitian. With entries −iEₖt/ħ, for example, the statement gives the phase factors by which energy eigenstates evolve under a time-independent Hamiltonian. The attempt first uses `Matrix.exp_diagonal` to move the exponential from the matrix to the function `v` of its diagonal entries, then compares the two diagonals at an index `i`.

The failing Lean file:

```lean
import Mathlib

open Matrix

namespace ExpDiagonalEntries

noncomputable section

variable {n : Type*} [Fintype n]

variable [DecidableEq n]

/-- The exponential of a diagonal matrix is taken entry by entry. -/
theorem exp_diagonal_entries (v : n → ℂ) :
    NormedSpace.exp (diagonal v) = diagonal fun i => Complex.exp (v i) := by
  rw [Matrix.exp_diagonal]
  congr 1
  funext i
  rw [Pi.exp_apply, Complex.exp_eq_exp_ℂ]

end

end ExpDiagonalEntries
```

Lean reports:

```
Main.lean:19:6: error(lean.unknownIdentifier): Unknown identifier `Pi.exp_apply`
Main.lean:15:74: error: unsolved goals
n : Type u_1
inst✝¹ : Fintype n
inst✝ : DecidableEq n
v : n → ℂ
i : n
⊢ NormedSpace.exp v i = Complex.exp (v i)
```

Cause. The first message says that Lean knows no declaration called `Pi.exp_apply` in this file. That name was meant to supply the step from the exponential of the function `v`, evaluated at `i`, to the exponential of the number `v i`.

The second message follows from the first. Because the `rw` failed at its first entry, the goal `NormedSpace.exp v i = Complex.exp (v i)` was left as it stood, without the rewrite by `Complex.exp_eq_exp_ℂ`.

The repair drops the unknown name and keeps the other rewrite, which turns `Complex.exp` on the right into `NormedSpace.exp`. What remains is `NormedSpace.exp v i = NormedSpace.exp (v i)`, the statement that the exponential of a function is taken pointwise. The added `simp` proves this, so the missing step no longer has to be called by name.

As a diff, the version that Lean accepts:

```diff
@@ -17,5 +17,6 @@
   congr 1
   funext i
-  rw [Pi.exp_apply, Complex.exp_eq_exp_ℂ]
+  rw [Complex.exp_eq_exp_ℂ]
+  simp
 
 end
```
